# The real part of the inner product of two complex vectors is symmetric

For two complex coefficient vectors $x$ and $y$ over a finite index set, the lemma states that $\operatorname{Re}\langle x, y\rangle = \operatorname{Re}\langle y, x\rangle$. The product is $\langle x, y\rangle = \sum_i \overline{x_i}\,y_i$, conjugate-linear in the first vector, and neither vector need be normalised. In physical terms, the real part of an overlap does not depend on which state is the bra and which the ket. The attempt first proves that conjugating $\langle x, y\rangle$ gives $\langle y, x\rangle$, and then tries to take real parts on both sides.

The failing Lean file:

```lean
import Mathlib

open Matrix

namespace BraketReComm

variable {n : Type*} [Fintype n]

/-- The product `⟨x, y⟩` of two coefficient vectors, conjugate-linear in `x`. -/
def braket (x y : n → ℂ) : ℂ := star x ⬝ᵥ y

private lemma braket_re_comm (x y : n → ℂ) : (braket x y).re = (braket y x).re := by
  have h : star (braket x y) = braket y x := by
    simp only [braket, dotProduct, star_sum, star_mul', Pi.star_apply, star_star]
    exact Finset.sum_congr rfl fun i _ => mul_comm _ _
  exact congrArg Complex.re h

end BraketReComm
```

Lean reports:

```
Main.lean:16:28: error: Application type mismatch: The argument
  h
has type
  star (braket x y) = braket y x
but is expected to have type
  braket x y = braket y x
in the application
  congrArg Complex.re h
```

The mended proof, as a diff:

```diff
@@ -14,5 +14,5 @@
     simp only [braket, dotProduct, star_sum, star_mul', Pi.star_apply, star_star]
     exact Finset.sum_congr rfl fun i _ => mul_comm _ _
-  exact congrArg Complex.re h
+  rw [← h, Complex.star_def, Complex.conj_re]
 
 end BraketReComm
```

What went wrong. The message says that `congrArg Complex.re h` needs a proof of `braket x y = braket y x`, while `h` proves `star (braket x y) = braket y x`. `congrArg` applies a function to both sides of an equation. Lean read off from the goal, `(braket x y).re = (braket y x).re`, which two numbers should be equal, and the left one has no `star`. The equation it then asked for is false in general, since the two products are conjugates and may differ in their imaginary parts. What the step leaves out is that conjugation keeps the real part.

The repair supplies that fact. `rw [← h]` replaces `braket y x` in the goal by `star (braket x y)`, `Complex.star_def` turns this `star` into the complex conjugation that `Complex.conj_re` speaks of, and `Complex.conj_re` removes the conjugation under the real part. Both sides are then `(braket x y).re`, and `rw` closes the goal by reflexivity.
